# Low-frequency limit and leading retardation correction of the monopole kernel $\sin(wa)\cos(wb)/(wab)$ for $a,b>0$

Two electrons in a heavy atom sit at distances $a<b$ from the nucleus and exchange a photon of frequency $\omega$. In Feynman gauge their Coulomb repulsion $1/R$ is then replaced by $\cos(wR)/R$ (real part only), where $R$ is their separation and $w=\omega/c$. The spherically symmetric part of this interaction is, I believe,

$$K(w)=\frac{\sin(wa)\cos(wb)}{w\,a\,b}.$$

As $w\to0$ it should return to the Coulomb value $1/b$, with a first correction $-w^2(a^2/6+b^2/2)/b$. I can get this by multiplying two Taylor series and dropping the rest, but I would like to know how large "the rest" is. Is there a complete proof, checked by machine, that also confirms where $K$ comes from?

## The remainder is nonnegative and of fourth order in $w$

Yes. For all $a,b>0$ and every $w\neq0$,

$$0\le K(w)-\left[\frac1b-\frac{w^2}{b}\left(\frac{a^2}{6}+\frac{b^2}{2}\right)\right]\le\frac{w^4}{b}\left(\frac{a^4}{120}+\frac{a^2b^2}{12}+\frac{b^4}{24}\right),$$

and both limits follow from this. For $0<a<b$, $K$ is indeed the angular average of $\cos(wR)/R$.

**The average.** Let $t$ be the cosine of the angle between the position vectors, so that $R=\sqrt{a^2+b^2-2abt}$. Since $a<b$, $R$ is positive for all $-1\le t\le1$, and $dR/dt=-ab/R$. Therefore

$$\frac{d}{dt}\left[-\frac{\sin(wR)}{wab}\right]=\frac{\cos(wR)}{R}.$$

The separation is $b-a$ at $t=1$ and $a+b$ at $t=-1$, which gives

$$\frac12\int_{-1}^{1}\frac{\cos(wR)}{R}\,dt=\frac{\sin(w(a+b))-\sin(w(b-a))}{2wab}=\frac{\sin(wa)\cos(wb)}{wab}.$$

**Bounds on sine and cosine.** From $1-\cos y=2\sin^2(y/2)\le y^2/2$ we have $\cos y\ge1-y^2/2$. Integrating from $0$ to $x\ge0$ three times in succession gives

$$\sin x\ge x-\frac{x^3}{6},\qquad \cos x\le1-\frac{x^2}{2}+\frac{x^4}{24},\qquad \sin x\le x-\frac{x^3}{6}+\frac{x^5}{120}.$$

The cosine bounds extend to negative $x$ because both sides are even. Dividing the sine bounds by $x>0$, and using that $\sin x/x$ is even, we get for all $x\ne0$

$$1-\frac{x^2}{6}\le\frac{\sin x}{x}\le1-\frac{x^2}{6}+\frac{x^4}{120}.$$

**The product.** Put $s=\sin(wa)/(wa)$ and $c=\cos(wb)$, so that $K=sc/b$. Then

$$sc=s+c-1+(1-s)(1-c).$$

Both deficits are nonnegative, with $1-s\le w^2a^2/6$ and $1-c\le w^2b^2/2$. Their product therefore lies between $0$ and $w^4a^2b^2/12$. Inserting the bounds on $s$ and $c$ in the remaining terms gives

$$0\le sc-\left(1-\frac{w^2a^2}{6}-\frac{w^2b^2}{2}\right)\le w^4\left(\frac{a^4}{120}+\frac{a^2b^2}{12}+\frac{b^4}{24}\right),$$

and division by $b$ yields the stated estimate.

**The limits.** Since $|s|\le1$ and $|c|\le1$, also $K\le1/b$. So $K$ is squeezed between $1/b-w^2(a^2/6+b^2/2)/b$ and $1/b$, and tends to $1/b$. Dividing the remainder estimate by $w^2$ shows that $(K-1/b)/w^2$ differs from $-(a^2/6+b^2/2)/b$ by at most a constant times $w^2$, which gives the second limit.

**Inner electron at the nucleus.** As $a\to0$ at fixed $w\neq0$, the formula for $K$ tends to $\cos(wb)/b$. This is the retarded interaction at separation $b$, as it should be, since $R=b$ for every angle. The coefficient of $w^2$ becomes $-b/2$, in agreement with the expansion of $\cos(wb)/b$.

Here is the Lean file.

```lean
import Mathlib

open Filter Topology

namespace RetardedMonopoleKernel

noncomputable section

/-- Distance between two electrons at radii `a` and `b` whose position vectors
enclose an angle with cosine `t`, for `-1 ≤ t ≤ 1`. -/
def separation (a b t : ℝ) : ℝ := Real.sqrt (a ^ 2 + b ^ 2 - 2 * a * b * t)

/-- The formula `sin (w a) cos (w b) / (w a b)`. For `0 < a < b` and `w ≠ 0` it is the monopole
radial kernel of the retarded interaction `cos (w R) / R`. -/
def monopoleKernel (a b w : ℝ) : ℝ :=
  Real.sin (w * a) * Real.cos (w * b) / (w * a * b)

/-- For radii `0 < a < b` and `w ≠ 0`, the monopole kernel is the average of the retarded
interaction `cos (w R) / R` over the cosine of the angle between the electrons. -/
theorem angular_average {a b w : ℝ} (ha : 0 < a) (hab : a < b) (hw : w ≠ 0) :
    1 / 2 * ∫ t in (-1 : ℝ)..1, Real.cos (w * separation a b t) / separation a b t
      = monopoleKernel a b w := by
  have hb : 0 < b := ha.trans hab
  have ha' : a ≠ 0 := ha.ne'
  have hb' : b ≠ 0 := hb.ne'
  -- the electrons never meet
  have hpos : ∀ t ∈ Set.uIcc (-1 : ℝ) 1, 0 < a ^ 2 + b ^ 2 - 2 * a * b * t := by
    intro t ht
    rw [Set.uIcc_of_le (by norm_num)] at ht
    nlinarith [mul_nonneg (mul_pos ha hb).le (sub_nonneg.2 ht.2),
      pow_pos (sub_pos.2 hab) 2]
  have hS : ∀ t ∈ Set.uIcc (-1 : ℝ) 1, separation a b t ≠ 0 :=
    fun t ht => (Real.sqrt_pos.2 (hpos t ht)).ne'
  -- an antiderivative of the integrand
  have hder : ∀ t ∈ Set.uIcc (-1 : ℝ) 1,
      HasDerivAt (fun s => -Real.sin (w * separation a b s) / (w * a * b))
        (Real.cos (w * separation a b t) / separation a b t) t := by
    intro t ht
    have hlin : HasDerivAt (fun s : ℝ => a ^ 2 + b ^ 2 - 2 * a * b * s)
        (-(2 * a * b)) t := by
      simpa using ((hasDerivAt_id' t).const_mul (2 * a * b)).const_sub (a ^ 2 + b ^ 2)
    have hR : HasDerivAt (separation a b) (-(2 * a * b) / (2 * separation a b t)) t :=
      hlin.sqrt (hpos t ht).ne'
    have hne := hS t ht
    refine (((hR.const_mul w).sin.fun_neg).div_const (w * a * b)).congr_deriv ?_
    field_simp
  have hc : Continuous (separation a b) := by
    unfold separation
    fun_prop
  have hint : IntervalIntegrable
      (fun t => Real.cos (w * separation a b t) / separation a b t)
      MeasureTheory.volume (-1) 1 :=
    ContinuousOn.intervalIntegrable
      ((Real.continuous_cos.comp (continuous_const.mul hc)).continuousOn.div
        hc.continuousOn hS)
  -- the extreme separations
  have h1 : separation a b 1 = b - a := by
    unfold separation
    rw [show a ^ 2 + b ^ 2 - 2 * a * b * 1 = (b - a) ^ 2 by ring,
      Real.sqrt_sq (by linarith)]
  have h2 : separation a b (-1) = a + b := by
    unfold separation
    rw [show a ^ 2 + b ^ 2 - 2 * a * b * (-1) = (a + b) ^ 2 by ring,
      Real.sqrt_sq (by linarith)]
  rw [intervalIntegral.integral_eq_sub_of_hasDerivAt hder hint, h1, h2,
    mul_sub w b a, mul_add w a b, Real.sin_sub, Real.sin_add]
  unfold monopoleKernel
  ring

/-- A differentiable function that vanishes at zero and has nonnegative derivative on the
half-line `x ≥ 0` is nonnegative there. -/
theorem nonneg_of_slope_nonneg {f f' : ℝ → ℝ} (h0 : f 0 = 0)
    (hd : ∀ x, HasDerivAt f (f' x) x) (hp : ∀ x, 0 ≤ x → 0 ≤ f' x)
    {x : ℝ} (hx : 0 ≤ x) : 0 ≤ f x := by
  have hm : MonotoneOn f (Set.Ici 0) :=
    monotoneOn_of_deriv_nonneg (convex_Ici 0)
      (fun y _ => (hd y).continuousAt.continuousWithinAt)
      (fun y _ => (hd y).differentiableAt.differentiableWithinAt)
      (fun y hy => by
        rw [(hd y).deriv]
        exact hp y (interior_subset hy))
  have h := hm (Set.mem_Ici.2 le_rfl) (Set.mem_Ici.2 hx) hx
  rwa [h0] at h

/-- For `x ≥ 0` the sine is at least its cubic Taylor polynomial. -/
theorem cubic_le_sin {x : ℝ} (hx : 0 ≤ x) : x - x ^ 3 / 6 ≤ Real.sin x := by
  have h := nonneg_of_slope_nonneg (f := fun y => Real.sin y - (y - y ^ 3 / 6))
    (f' := fun y => Real.cos y - (1 - 3 * y ^ 2 / 6)) (by simp)
    (fun y => (Real.hasDerivAt_sin y).fun_sub ((hasDerivAt_id' y).fun_sub
      ((by simpa using hasDerivAt_pow 3 y :
        HasDerivAt (fun z : ℝ => z ^ 3) (3 * y ^ 2) y).div_const 6)))
    (fun y _ => by
      have := Real.one_sub_sq_div_two_le_cos (x := y)
      linarith) hx
  linarith

/-- The cosine is at most its quartic Taylor polynomial. -/
theorem cos_le_quartic (x : ℝ) : Real.cos x ≤ 1 - x ^ 2 / 2 + x ^ 4 / 24 := by
  have key : ∀ y : ℝ, 0 ≤ y → 0 ≤ y ^ 4 / 24 - y ^ 2 / 2 - (Real.cos y - 1) := by
    intro y hy
    exact nonneg_of_slope_nonneg
      (f := fun y => y ^ 4 / 24 - y ^ 2 / 2 - (Real.cos y - 1))
      (f' := fun y => 4 * y ^ 3 / 24 - 2 * y / 2 - -Real.sin y) (by simp)
      (fun y => (((by simpa using hasDerivAt_pow 4 y :
          HasDerivAt (fun z : ℝ => z ^ 4) (4 * y ^ 3) y).div_const 24).fun_sub
        ((by simpa using hasDerivAt_pow 2 y :
          HasDerivAt (fun z : ℝ => z ^ 2) (2 * y) y).div_const 2)).fun_sub
        ((Real.hasDerivAt_cos y).sub_const 1))
      (fun y hy => by linarith [cubic_le_sin hy]) hy
  rcases le_total 0 x with hx | hx
  · linarith [key x hx]
  · have h := key (-x) (by linarith)
    rw [Real.cos_neg] at h
    linarith

/-- For `x ≥ 0` the sine is at most its quintic Taylor polynomial. -/
theorem sin_le_quintic {x : ℝ} (hx : 0 ≤ x) :
    Real.sin x ≤ x - x ^ 3 / 6 + x ^ 5 / 120 := by
  have h := nonneg_of_slope_nonneg
    (f := fun y => y ^ 5 / 120 - (Real.sin y - (y - y ^ 3 / 6)))
    (f' := fun y => 5 * y ^ 4 / 120 - (Real.cos y - (1 - 3 * y ^ 2 / 6))) (by simp)
    (fun y => ((by simpa using hasDerivAt_pow 5 y :
        HasDerivAt (fun z : ℝ => z ^ 5) (5 * y ^ 4) y).div_const 120).fun_sub
      ((Real.hasDerivAt_sin y).fun_sub ((hasDerivAt_id' y).fun_sub
        ((by simpa using hasDerivAt_pow 3 y :
          HasDerivAt (fun z : ℝ => z ^ 3) (3 * y ^ 2) y).div_const 6))))
    (fun y _ => by linarith [cos_le_quartic y]) hx
  linarith

/-- For `x ≠ 0` the spherical Bessel function `sin x / x` lies between `-1` and `1`, and
between its quadratic and quartic Taylor polynomials. -/
theorem bessel_bounds {x : ℝ} (hx : x ≠ 0) :
    (-1 ≤ Real.sin x / x ∧ Real.sin x / x ≤ 1) ∧
      1 - x ^ 2 / 6 ≤ Real.sin x / x ∧
      Real.sin x / x ≤ 1 - x ^ 2 / 6 + x ^ 4 / 120 := by
  have key : ∀ y : ℝ, 0 < y → (-1 ≤ Real.sin y / y ∧ Real.sin y / y ≤ 1) ∧
      1 - y ^ 2 / 6 ≤ Real.sin y / y ∧
      Real.sin y / y ≤ 1 - y ^ 2 / 6 + y ^ 4 / 120 := by
    intro y hy
    have hlow := nonneg_of_slope_nonneg (f := fun z => Real.sin z + z)
      (f' := fun z => Real.cos z + 1) (by simp)
      (fun z => (Real.hasDerivAt_sin z).fun_add (hasDerivAt_id' z))
      (fun z _ => by linarith [Real.neg_one_le_cos z]) hy.le
    refine ⟨⟨?_, ?_⟩, ?_, ?_⟩
    · rw [le_div_iff₀ hy]
      linarith
    · rw [div_le_iff₀ hy]
      linarith [Real.sin_le hy.le]
    · rw [le_div_iff₀ hy]
      linarith [cubic_le_sin hy.le]
    · rw [div_le_iff₀ hy]
      linarith [sin_le_quintic hy.le]
  rcases lt_or_gt_of_ne hx with h | h
  · -- the function is even
    have h' := key (-x) (by linarith)
    rw [Real.sin_neg, neg_div_neg_eq, show (-x) ^ 2 = x ^ 2 by ring,
      show (-x) ^ 4 = x ^ 4 by ring] at h'
    exact h'
  · exact key x h

/-- The kernel formula regrouped as the quotient `sin (w a) / (w a)` times `cos (w b)`, divided by
`b`. -/
theorem kernel_factor (a b w : ℝ) :
    monopoleKernel a b w = Real.sin (w * a) / (w * a) * Real.cos (w * b) / b := by
  rw [div_mul_eq_mul_div, div_div]
  rfl

/-- For `a, b > 0` and every `w ≠ 0`, the kernel exceeds its second-order expansion in the
frequency by a nonnegative amount of at most fourth order, with an explicit constant. -/
theorem retardation_remainder {a b w : ℝ} (ha : 0 < a) (hb : 0 < b) (hw : w ≠ 0) :
    0 ≤ monopoleKernel a b w - (1 / b - w ^ 2 * (a ^ 2 / 6 + b ^ 2 / 2) / b) ∧
    monopoleKernel a b w - (1 / b - w ^ 2 * (a ^ 2 / 6 + b ^ 2 / 2) / b)
      ≤ w ^ 4 * (a ^ 4 / 120 + a ^ 2 * b ^ 2 / 12 + b ^ 4 / 24) / b := by
  obtain ⟨⟨-, hs1⟩, hs2, hs3⟩ := bessel_bounds (mul_ne_zero hw ha.ne')
  have hc1 := Real.cos_le_one (w * b)
  have hc2 := Real.one_sub_sq_div_two_le_cos (x := w * b)
  have hc3 := cos_le_quartic (w * b)
  rw [kernel_factor]
  generalize Real.sin (w * a) / (w * a) = s at *
  generalize Real.cos (w * b) = c at *
  -- the product of the two deficits is nonnegative and of fourth order
  have hp : 0 ≤ (1 - s) * (1 - c) := mul_nonneg (by linarith) (by linarith)
  have hq : (1 - s) * (1 - c) ≤ (w * a) ^ 2 / 6 * ((w * b) ^ 2 / 2) :=
    mul_le_mul (by linarith) (by linarith) (by linarith) (by positivity)
  rw [show s * c / b - (1 / b - w ^ 2 * (a ^ 2 / 6 + b ^ 2 / 2) / b)
    = (s * c - (1 - (w * a) ^ 2 / 6 - (w * b) ^ 2 / 2)) / b by ring]
  constructor
  · exact div_nonneg (by linarith) hb.le
  · refine div_le_div_of_nonneg_right ?_ hb.le
    linarith

/-- For `a, b > 0` and `w ≠ 0`, the kernel never exceeds `1 / b`, and lies below it by at most
the second-order term. -/
theorem retardation_weakens {a b w : ℝ} (ha : 0 < a) (hb : 0 < b) (hw : w ≠ 0) :
    1 / b - w ^ 2 * (a ^ 2 / 6 + b ^ 2 / 2) / b ≤ monopoleKernel a b w ∧
      monopoleKernel a b w ≤ 1 / b := by
  refine ⟨sub_nonneg.1 (retardation_remainder ha hb hw).1, ?_⟩
  obtain ⟨⟨h1, h2⟩, -⟩ := bessel_bounds (mul_ne_zero hw ha.ne')
  rw [kernel_factor]
  refine div_le_div_of_nonneg_right ?_ hb.le
  nlinarith [Real.cos_le_one (w * b), Real.neg_one_le_cos (w * b)]

/-- For `a, b > 0`, as the frequency tends to zero through nonzero values, the kernel tends to
`1 / b` and its deviation divided by `w ^ 2` tends to `-(a ^ 2 / 6 + b ^ 2 / 2) / b`. -/
theorem leading_retardation {a b : ℝ} (ha : 0 < a) (hb : 0 < b) :
    Tendsto (monopoleKernel a b) (𝓝[≠] 0) (𝓝 (1 / b)) ∧
    Tendsto (fun w => (monopoleKernel a b w - 1 / b) / w ^ 2) (𝓝[≠] 0)
      (𝓝 (-(a ^ 2 / 6 + b ^ 2 / 2) / b)) := by
  have key : ∀ c d : ℝ, Tendsto (fun w : ℝ => c + w ^ 2 * d) (𝓝[≠] 0) (𝓝 c) := by
    intro c d
    have h : Continuous (fun w : ℝ => c + w ^ 2 * d) := by fun_prop
    have h0 : Tendsto (fun w : ℝ => c + w ^ 2 * d) (𝓝 0) (𝓝 c) := by
      simpa using h.tendsto 0
    exact h0.mono_left nhdsWithin_le_nhds
  constructor
  · refine tendsto_of_tendsto_of_tendsto_of_le_of_le'
      (key (1 / b) (-(a ^ 2 / 6 + b ^ 2 / 2) / b)) tendsto_const_nhds ?_ ?_
    · filter_upwards [self_mem_nhdsWithin] with w hw
      linear_combination (retardation_weakens ha hb hw).1
    · filter_upwards [self_mem_nhdsWithin] with w hw
      exact (retardation_weakens ha hb hw).2
  · -- squeeze between the limit and the limit plus a term of order `w ^ 2`
    refine tendsto_of_tendsto_of_tendsto_of_le_of_le' tendsto_const_nhds
      (key (-(a ^ 2 / 6 + b ^ 2 / 2) / b)
        ((a ^ 4 / 120 + a ^ 2 * b ^ 2 / 12 + b ^ 4 / 24) / b)) ?_ ?_
    · filter_upwards [self_mem_nhdsWithin] with w hw
      have hw2 : 0 < w ^ 2 := sq_pos_of_ne_zero hw
      rw [le_div_iff₀ hw2]
      linear_combination (retardation_remainder ha hb hw).1
    · filter_upwards [self_mem_nhdsWithin] with w hw
      have hw2 : 0 < w ^ 2 := sq_pos_of_ne_zero hw
      rw [div_le_iff₀ hw2]
      linear_combination (retardation_remainder ha hb hw).2

end

end RetardedMonopoleKernel
```

```lean
#print axioms RetardedMonopoleKernel.angular_average
#print axioms RetardedMonopoleKernel.leading_retardation
```

```
'RetardedMonopoleKernel.angular_average' depends on axioms: [propext, Classical.choice, Quot.sound]
'RetardedMonopoleKernel.leading_retardation' depends on axioms: [propext, Classical.choice, Quot.sound]
```

## What the Lean statements say about the two electrons

The radii `a`, `b` and the frequency `w` are real numbers. The frequency is measured as a wave number, so that `w * a` is dimensionless, and it may have either sign. The function `separation a b t` is $R$, and `monopoleKernel a b w` is the closed formula for $K$. The prefactor $e^2/4\pi\varepsilon_0$ is left out.

- `angular_average` says that half the integral of $\cos(wR)/R$ over $t$ from $-1$ to $1$ equals the kernel. It assumes `0 < a`, `a < b` and `w ≠ 0`. Equal radii, where the integrand is singular at $t=1$, are not treated.
- `retardation_remainder` is the two-sided estimate above, at every nonzero `w`.
- `retardation_weakens` says that, at every nonzero `w`, the kernel never exceeds `1 / b` and lies below it by at most the second-order term.
- `leading_retardation` contains the two limits. The filter `𝓝[≠] 0` means that `w` approaches zero through nonzero values. This matters because Lean sets division by zero to zero, so the defined kernel has the value $0$ at `w = 0`, not $1/b$.

Of the radii, the last three assume only `0 < a` and `0 < b`; the two estimates also assume `w ≠ 0`. All three therefore remain true of the formula when $a\ge b$, but for $a>b$ the formula is no longer the angular average, so in an application `a` should be the smaller radius.

The interaction $\cos(wR)/R$ is the starting point and is not derived from quantum electrodynamics. The imaginary part dropped at the outset, the magnetic interaction between the electrons' currents (which photon exchange also produces), the higher multipoles and the integration over radial wave functions are absent. In relativistic atomic structure, the estimate bounds the error of replacing the frequency-dependent kernel by its expansion through order $w^2$, for the monopole term alone and at fixed radii.

## From the slope lemma to the squeeze

`angular_average` follows the integration by hand. `hpos` shows that $R^2>0$ on the whole interval, `hder` verifies the antiderivative by the chain rule, and `hint` supplies integrability from continuity. The fundamental theorem of calculus then leaves the end points, which `h1` and `h2` evaluate as $b-a$ and $a+b$. The addition formulas for sine finish the calculation.

`nonneg_of_slope_nonneg` takes the place of repeated integration: a function that vanishes at zero and has nonnegative derivative for $x\ge0$ is nonnegative there. Starting from Mathlib's bound $\cos y\ge1-y^2/2$, the lemmas `cubic_le_sin`, `cos_le_quartic` and `sin_le_quintic` each apply it to the difference between a function and its Taylor polynomial, with the previous bound giving the sign of the derivative. `bessel_bounds` divides by $x$ for positive $x$ and reaches negative $x$ by evenness. It also records $-1\le\sin x/x\le1$.

`kernel_factor` writes the kernel as $sc/b$. In `retardation_remainder`, `generalize` turns the two factors into plain variables `s` and `c`. The facts `hp` and `hq` are the lower and upper bounds on $(1-s)(1-c)$. Once this product is bounded, what remains is linear arithmetic, which `linarith` carries out. The upper bound in `retardation_weakens` amounts to $sc\le1$, which `nlinarith` obtains from the ranges of the two factors.

In `leading_retardation`, the auxiliary statement `key` says that $C+w^2D\to C$ for constants $C$ and $D$. Each limit is then a squeeze. The first uses the two halves of `retardation_weakens`. The second uses the two halves of `retardation_remainder` after multiplying through by $w^2>0$. Both need `w ≠ 0`, which the filter `𝓝[≠] 0` supplies.
